# For real symmetric A, B and M, positive definite A + B and A − B make every ERPA eigenvalue real and nonzero

Q: Suppose an extended random phase approximation (ERPA) calculation returns the excitation energy w = i. The time factor exp(−iwt) becomes exp(t), so the response grows without limit, and the mode can't be normalised. What rules this out?

A: Stability of the reference. The equations are

AX + BY = wMX
BX + AY = −wMY

X and Y hold the excitation and de-excitation amplitudes over orbital pairs, A and B come from double commutators with the Hamiltonian, and M carries occupation differences. When the reference energy is stationary under orbital rotations, positive definite A + B and A − B together express that it rises to second order under both real and imaginary rotations. Which of the two matrices belongs to the real rotations depends on the sign convention for Y, since changing the sign of Y changes that of B.

Q: M can be indefinite or singular. How can you still get real eigenvalues?

A: Write † for the conjugate transpose, and define

E = X†AX + X†BY + Y†BX + Y†AY
N = X†MX − Y†MY

Multiply the first equation by X†, the second by Y†, and add:

E = wN

For real symmetric S, the conjugate of x†Sy is y†Sx, so E and N are real. With x = u + iv, where u and v are real,

x†Sx = uᵀSu + vᵀSv

so positivity on real vectors carries over to complex ones. Expanding the products gives

2E = (X+Y)†(A+B)(X+Y) + (X−Y)†(A−B)(X−Y)

X + Y and X − Y can't both vanish unless X = Y = 0, so E > 0. Hence N ≠ 0, and w = E/N is real, nonzero and of the same sign as N. M was never inverted.

Q: And the other modes?

A: Exchanging the two equations shows that (Y,X) solves the problem with −w. For a second solution (X′,Y′) with eigenvalue w′, let

E₁₂ = X†AX′ + X†BY′ + Y†BX′ + Y†AY′
N₁₂ = X†MX′ − Y†MY′

The second solution's equations give E₁₂ = w′N₁₂. The first solution's equations, multiplied by X′† and Y′† and then conjugated, give E₁₂ = wN₁₂, because w is real. Subtracting,

(w′ − w)N₁₂ = 0

so N₁₂ = 0 whenever w′ ≠ w.

Q: Now the formal version. Does it build in real amplitudes or a real w?

A: Neither. The index type `n` is a finite set of orbital pairs, the matrices are real, and the amplitudes are complex functions on `n`.

In Lean 4 with Mathlib:

```lean
import Mathlib

open ComplexConjugate Matrix

namespace ExtendedRPA

noncomputable section

variable {n : Type*} [Fintype n]
```

`act` is the matrix-vector product Sx, and `form` is x†Sy.

```lean
/-- A real matrix acting on a vector of complex amplitudes. -/
def act (S : Matrix n n ℝ) (x : n → ℂ) : n → ℂ := fun i => ∑ j, (S i j : ℂ) * x j

/-- The sesquilinear form `x* S y` of a real matrix on complex amplitudes. -/
def form (S : Matrix n n ℝ) (x y : n → ℂ) : ℂ := ∑ i, conj (x i) * act S y i
```

Positivity is required on real vectors only.

```lean
/-- Positive definiteness of the quadratic form of a real matrix on real vectors. -/
def PosForm (S : Matrix n n ℝ) : Prop := ∀ v : n → ℝ, v ≠ 0 → 0 < v ⬝ᵥ (S *ᵥ v)
```

`IsMode` is the pair of equations with a complex `w`. It admits zero amplitudes, so the main theorem asks separately for `X ≠ 0 ∨ Y ≠ 0`.

```lean
/-- The ERPA equations `A X + B Y = w M X` and `B X + A Y = -w M Y`. -/
def IsMode (A B M : Matrix n n ℝ) (w : ℂ) (X Y : n → ℂ) : Prop :=
  (∀ i, act A X i + act B Y i = w * act M X i) ∧
    ∀ i, act B X i + act A Y i = -(w * act M Y i)
```

`hessian` is E₁₂ and `metric` is N₁₂; with both arguments equal they become E and N.

```lean
/-- The form of the block matrix `[[A, B], [B, A]]` between two pairs of amplitudes. -/
def hessian (A B : Matrix n n ℝ) (X Y X' Y' : n → ℂ) : ℂ :=
  form A X X' + form B X Y' + form B Y X' + form A Y Y'

/-- The ERPA metric form `X* M X' - Y* M Y'` between two pairs of amplitudes. -/
def metric (M : Matrix n n ℝ) (X Y X' Y' : n → ℂ) : ℂ := form M X X' - form M Y Y'
```

Q: Where does symmetry enter the proof?

A: In the first lemma, which exchanges the two sums and uses S_ij = S_ji.

```lean
variable {A B M : Matrix n n ℝ}

/-- The form of a real symmetric matrix is Hermitian. -/
theorem form_conj {S : Matrix n n ℝ} (hS : S.IsSymm) (x y : n → ℂ) :
    conj (form S x y) = form S y x := by
  simp only [form, act, map_sum, map_mul, Complex.conj_conj, Complex.conj_ofReal,
    Finset.mul_sum]
  rw [Finset.sum_comm]
  refine Finset.sum_congr rfl fun i _ => Finset.sum_congr rfl fun j _ => ?_
  rw [hS.apply i j]
  ring
```

The next lemma splits x into real and imaginary parts. It speaks only of the real part of x†Sx, so it needs no symmetry; at least one of the two real vectors is nonzero, and that one makes the sum positive.

```lean
/-- A form that is positive on real vectors has positive real part on nonzero complex ones. -/
theorem form_re_pos {S : Matrix n n ℝ} (hS : PosForm S) {x : n → ℂ} (hx : x ≠ 0) :
    0 < (form S x x).re := by
  -- real and imaginary parts of the amplitudes contribute separately
  have key : (form S x x).re = (fun i => (x i).re) ⬝ᵥ (S *ᵥ fun i => (x i).re)
      + (fun i => (x i).im) ⬝ᵥ (S *ᵥ fun i => (x i).im) := by
    simp only [form, act, dotProduct, Matrix.mulVec, Finset.mul_sum, Complex.re_sum,
      ← Finset.sum_add_distrib]
    refine Finset.sum_congr rfl fun i _ => Finset.sum_congr rfl fun j _ => ?_
    simp only [Complex.mul_re, Complex.mul_im, Complex.conj_re, Complex.conj_im,
      Complex.ofReal_re, Complex.ofReal_im]
    ring
  have nonneg : ∀ v : n → ℝ, 0 ≤ v ⬝ᵥ (S *ᵥ v) := by
    intro v
    rcases eq_or_ne v 0 with rfl | h
    · simp
    · exact (hS v h).le
  rw [key]
  by_cases ha : (fun i => (x i).re) = 0
  · have hb : (fun i => (x i).im) ≠ 0 := fun hb => hx (funext fun i =>
      Complex.ext (by simpa using congrFun ha i) (by simpa using congrFun hb i))
    exact add_pos_of_nonneg_of_pos (nonneg _) (hS _ hb)
  · exact add_pos_of_pos_of_nonneg (hS _ ha) (nonneg _)
```

Then comes E₁₂ = w′N₁₂, by weighting each component equation with a conjugated amplitude and summing. The left-hand pair is arbitrary, so the lemma serves for both the norm and orthogonality.

```lean
/-- Against a solution of the ERPA equations, the Hessian form is `w` times the metric form. -/
theorem hessian_eq {w : ℂ} {X' Y' : n → ℂ} (X Y : n → ℂ) (h : IsMode A B M w X' Y') :
    hessian A B X Y X' Y' = w * metric M X Y X' Y' := by
  have h1 : form A X X' + form B X Y' = w * form M X X' := by
    simp only [form, Finset.mul_sum, ← Finset.sum_add_distrib]
    refine Finset.sum_congr rfl fun i _ => ?_
    linear_combination conj (X i) * h.1 i
  have h2 : form B Y X' + form A Y Y' = -w * form M Y Y' := by
    simp only [form, Finset.mul_sum, ← Finset.sum_add_distrib]
    refine Finset.sum_congr rfl fun i _ => ?_
    linear_combination conj (Y i) * h.2 i
  unfold hessian metric
  linear_combination h1 + h2
```

Positivity of E follows from the expansion in X + Y and X − Y, with a case split on whether X + Y vanishes.

```lean
/-- If `A + B` and `A - B` are positive definite, the Hessian form has positive real part on
every nonzero pair of amplitudes. -/
theorem hessian_pos (hp : PosForm (A + B)) (hm : PosForm (A - B)) {X Y : n → ℂ}
    (h0 : X ≠ 0 ∨ Y ≠ 0) : 0 < (hessian A B X Y X Y).re := by
  -- the combinations X + Y and X - Y decouple the form
  have key : hessian A B X Y X Y + hessian A B X Y X Y
      = form (A + B) (X + Y) (X + Y) + form (A - B) (X - Y) (X - Y) := by
    simp only [hessian, form, act, Finset.mul_sum, ← Finset.sum_add_distrib]
    refine Finset.sum_congr rfl fun i _ => Finset.sum_congr rfl fun j _ => ?_
    simp only [Pi.add_apply, Pi.sub_apply, Matrix.add_apply, Matrix.sub_apply, map_add,
      map_sub, Complex.ofReal_add, Complex.ofReal_sub]
    ring
  have hre := congrArg Complex.re key
  simp only [Complex.add_re] at hre
  have nonneg : ∀ S : Matrix n n ℝ, PosForm S → ∀ x : n → ℂ, 0 ≤ (form S x x).re := by
    intro S hS x
    rcases eq_or_ne x 0 with rfl | h
    · simp [form, act]
    · exact (form_re_pos hS h).le
  by_cases hs : X + Y = 0
  · have hd : X - Y ≠ 0 := by
      intro hd
      have e1 : ∀ i, X i + Y i = 0 := fun i => congrFun hs i
      have e2 : ∀ i, X i - Y i = 0 := fun i => congrFun hd i
      rcases h0 with h | h
      · exact h (funext fun i => show X i = 0 by linear_combination (e1 i + e2 i) / 2)
      · exact h (funext fun i => show Y i = 0 by linear_combination (e1 i - e2 i) / 2)
    linarith [nonneg _ hp (X + Y), form_re_pos hm hd]
  · linarith [nonneg _ hm (X - Y), form_re_pos hp hs]
```

Q: What exactly does the main theorem conclude?

A: For a nonzero solution, in order: w has zero imaginary part and nonzero real part; (Y,X) is a solution with −w; N is real; N has the sign of w; and every solution with a different eigenvalue has N₁₂ = 0. The proof takes real and imaginary parts of E = wN. The real part gives Re(w)·N > 0, which settles the sign and N ≠ 0; the imaginary part gives Im(w)·N = 0, hence Im(w) = 0. The last block is the two-sided evaluation of E₁₂.

```lean
/-- For real symmetric `A`, `B`, `M` with `A + B` and `A - B` positive definite, every ERPA
eigenvalue `w` is real and nonzero, `(Y, X)` solves the equations with `-w`, the metric norm of
`(X, Y)` is real with the sign of `w`, and solutions with other eigenvalues are
metric-orthogonal to `(X, Y)`. -/
theorem erpa_spectrum (hA : A.IsSymm) (hB : B.IsSymm) (hM : M.IsSymm)
    (hp : PosForm (A + B)) (hm : PosForm (A - B)) {w : ℂ} {X Y : n → ℂ}
    (h0 : X ≠ 0 ∨ Y ≠ 0) (h : IsMode A B M w X Y) :
    w.im = 0 ∧ w.re ≠ 0 ∧ IsMode A B M (-w) Y X ∧
      (metric M X Y X Y).im = 0 ∧
      SignType.sign (metric M X Y X Y).re = SignType.sign w.re ∧
      ∀ (w' : ℂ) (X' Y' : n → ℂ), IsMode A B M w' X' Y' → w' ≠ w →
        metric M X Y X' Y' = 0 := by
  have hEc : ∀ X Y X' Y' : n → ℂ,
      conj (hessian A B X Y X' Y') = hessian A B X' Y' X Y := by
    intro X Y X' Y'
    simp only [hessian, map_add, form_conj hA, form_conj hB]
    ring
  have hMc : ∀ X Y X' Y' : n → ℂ, conj (metric M X Y X' Y') = metric M X' Y' X Y := by
    intro X Y X' Y'
    simp only [metric, map_sub, form_conj hM]
  have hN : (metric M X Y X Y).im = 0 := Complex.conj_eq_iff_im.mp (hMc X Y X Y)
  have e := hessian_eq X Y h
  -- real and imaginary parts of: Hessian form = w * metric norm
  have hre := hessian_pos hp hm h0
  rw [e, Complex.mul_re, hN, mul_zero, sub_zero] at hre
  have him := Complex.conj_eq_iff_im.mp (hEc X Y X Y)
  rw [e, Complex.mul_im, hN, mul_zero, zero_add] at him
  have hw : w.im = 0 := (mul_eq_zero.mp him).resolve_right (right_ne_zero_of_mul hre.ne')
  refine ⟨hw, left_ne_zero_of_mul hre.ne', ⟨fun i => ?_, fun i => ?_⟩, hN, ?_, ?_⟩
  · linear_combination h.2 i
  · linear_combination h.1 i
  · rcases mul_pos_iff.mp hre with ⟨h1, h2⟩ | ⟨h1, h2⟩
    · rw [sign_pos h1, sign_pos h2]
    · rw [sign_neg h1, sign_neg h2]
  · -- evaluate the mixed Hessian form from both sides
    intro w' X' Y' h' hne
    have e1 := hessian_eq X Y h'
    have e2 := congrArg (starRingEnd ℂ) (hessian_eq X' Y' h)
    rw [hEc, map_mul, Complex.conj_eq_iff_im.mpr hw, hMc] at e2
    have e3 : (w' - w) * metric M X Y X' Y' = 0 := by linear_combination e2 - e1
    exact (mul_eq_zero.mp e3).resolve_left (sub_ne_zero.mpr hne)
```

Q: What am I still assuming when I use it?

A: Stability is a hypothesis, and so is the symmetry of A and B, which the double commutators of an approximate reference need not supply by themselves. The theorem doesn't say how many modes exist, nor does it orthogonalise modes that share an eigenvalue. For ERPA on a reference given by its two-particle reduced density matrix, in a finite real basis and with symmetric matrices, it means that positive lowest eigenvalues of A + B and A − B are enough to exclude complex excitation energies.

Q: Show me the smallest case.

A: One orbital pair, with numbers a, b and m. Two helper lemmas reduce one-by-one matrices to their entries.

```lean
/-- A one-by-one matrix acts by multiplication with its entry. -/
theorem act_one (s : ℝ) (x : Fin 1 → ℂ) (i : Fin 1) : act !![s] x i = s * x 0 := by
  obtain rfl : i = 0 := Subsingleton.elim _ _
  simp [act]

/-- A one-by-one matrix with positive entry is positive definite. -/
theorem posForm_one {S : Matrix (Fin 1) (Fin 1) ℝ} (h : 0 < S 0 0) : PosForm S := by
  intro v hv
  have hv0 : v 0 ≠ 0 := fun e => hv (funext fun i => by
    rw [Subsingleton.elim i 0, e]; rfl)
  have e : v ⬝ᵥ (S *ᵥ v) = S 0 0 * (v 0) ^ 2 := by
    simp only [dotProduct, Matrix.mulVec, Finset.univ_unique, Finset.sum_singleton,
      Fin.default_eq_zero]
    ring
  rw [e]
  positivity
```

Eliminating one amplitude gives

(wm)² = a² − b²

Conversely, if this holds, X = b and Y = wm − a solve the equations; when both vanish, X = 1 and Y = 0 do. Stability means a > |b|, so for m ≠ 0 the eigenvalues are ±√(a² − b²)/|m|, and for b = 0 they reduce to ±a/|m|. A stable pair with m = 0, that is, with equal occupations, has no mode at all.

```lean
/-- For a single orbital pair, `w` is an ERPA eigenvalue exactly when
`(w m)² = a² - b²`. -/
theorem single_pair_iff (a b m : ℝ) (w : ℂ) :
    (∃ X Y : Fin 1 → ℂ, (X ≠ 0 ∨ Y ≠ 0) ∧ IsMode !![a] !![b] !![m] w X Y) ↔
      (w * m) ^ 2 = (a : ℂ) ^ 2 - (b : ℂ) ^ 2 := by
  constructor
  · rintro ⟨X, Y, h0, h⟩
    have h1 := h.1 0
    have h2 := h.2 0
    simp only [act_one] at h1 h2
    have nz : ∀ x : Fin 1 → ℂ, x ≠ 0 → x 0 ≠ 0 := fun x hx e => hx (funext fun i => by
      rw [Subsingleton.elim i 0, e]; rfl)
    -- eliminate one of the two amplitudes
    rcases h0 with h0 | h0
    · apply mul_right_cancel₀ (nz X h0)
      linear_combination -(a + w * m) * h1 + b * h2
    · apply mul_right_cancel₀ (nz Y h0)
      linear_combination b * h1 - (a - w * m) * h2
  · intro h
    by_cases hb : (b : ℂ) = 0 ∧ w * m - a = 0
    · refine ⟨fun _ => 1, fun _ => 0, Or.inl fun e => one_ne_zero (congrFun e 0),
        fun i => ?_, fun i => ?_⟩ <;> simp only [act_one]
      · linear_combination -hb.2
      · linear_combination hb.1
    · refine ⟨fun _ => b, fun _ => w * m - a, ?_, fun i => ?_, fun i => ?_⟩
      · rcases not_and_or.mp hb with h | h
        · exact Or.inl fun e => h (congrFun e 0)
        · exact Or.inr fun e => h (congrFun e 0)
      · simp only [act_one]
        ring
      · simp only [act_one]
        linear_combination h
```

Q: Is there a concrete stable example?

A: Take a = 5, b = 3, m = 1. Then w = 4 with X = 3, Y = −1 and N = 8; normalised to N = 1, the amplitudes are 3/√8 and −1/√8.

```lean
/-- The single pair `A = 5`, `B = 3`, `M = 1` has `A + B` and `A - B` positive definite and the
solution `X = 3`, `Y = -1` with eigenvalue `4`. -/
theorem erpa_witness :
    PosForm (!![5] + !![3] : Matrix (Fin 1) (Fin 1) ℝ) ∧
      PosForm (!![5] - !![3] : Matrix (Fin 1) (Fin 1) ℝ) ∧
      IsMode !![5] !![3] !![1] 4 (fun _ : Fin 1 => 3) (fun _ => -1) := by
  refine ⟨posForm_one (by norm_num [Matrix.add_apply]),
    posForm_one (by norm_num [Matrix.sub_apply]), fun i => ?_, fun i => ?_⟩ <;>
  · simp only [act_one]
    norm_num
```

Q: Would checking A + B alone have caught my runaway mode?

A: Not necessarily. With a = 0, b = 1, m = 1 the sum is 1, but the difference is −1. The amplitudes X = 1, Y = i give w = i, and N = 1 − 1 = 0, so this mode can't be normalised.

```lean
/-- With `A = 0`, `B = 1`, `M = 1` the sum `A + B` is positive definite, yet `X = 1`, `Y = i`
solves the ERPA equations with the imaginary eigenvalue `i`. -/
theorem imaginary_mode :
    PosForm (!![0] + !![1] : Matrix (Fin 1) (Fin 1) ℝ) ∧
      IsMode !![0] !![1] !![1] Complex.I (fun _ : Fin 1 => 1) (fun _ => Complex.I) := by
  refine ⟨posForm_one (by norm_num [Matrix.add_apply]), fun i => ?_, fun i => ?_⟩ <;>
  · simp only [act_one]
    simp

end

end ExtendedRPA
```

```lean
#print axioms ExtendedRPA.erpa_spectrum
#print axioms ExtendedRPA.single_pair_iff
#print axioms ExtendedRPA.imaginary_mode
```

```
'ExtendedRPA.erpa_spectrum' depends on axioms: [propext, Classical.choice, Quot.sound]
'ExtendedRPA.single_pair_iff' depends on axioms: [propext, Classical.choice, Quot.sound]
'ExtendedRPA.imaginary_mode' depends on axioms: [propext, Classical.choice, Quot.sound]
```
